# The co-motion map of a positive density on an interval preserves the density, and all its orbits have length $N$

Take $N$ electrons on a line with a prescribed density $n(x)$, and scale their mutual repulsion up without bound while the density is held fixed. In this strong-coupling limit of density functional theory the kinetic energy becomes subordinate, and one describes the state by strict correlation: the position $x$ of one electron fixes the positions of all the others. In one dimension a natural ansatz keeps neighbouring electrons exactly one electron's worth of charge apart. A map $T$ sends the position of an electron to that of its right-hand neighbour, and sends the rightmost electron back to the leftmost. Two consistency conditions arise. The electrons are identical, so the one at $T(x)$ must be distributed with the same density as the one at $x$. And $N$ steps, but no smaller positive number of steps, must return to the starting electron. Both hold when $n$ is continuous and strictly positive on a bounded interval.

## The claim

Let $a<b$, let $n$ be continuous and positive on $[a,b]$ with $\int_a^b n\,dx=N$ a natural number, and define the cumulant $F(x)=\int_a^x n(t)\,dt$, the mean number of electrons to the left of $x$. Call $T$ a co-motion map if it sends $[a,b)$ into itself and, for each $x\in[a,b)$,
$$F(T(x))=F(x)+1+mN\quad\text{for some integer } m .$$
This condition is postulated. The term $+1$ is the unit of charge between neighbours, and $mN$ closes the chain into a cycle. Then such a $T$ exists and is unique on $[a,b)$; it preserves the measure $\mu=n\,dx$ on $[a,b)$; and for $x\in[a,b)$ and a natural number $k$, $T^k(x)=x$ exactly when $N$ divides $k$. The measure $\mu$ has mass $N$, and $\mu/N$ is the probability distribution of one electron's position.

## Straightening the density with the cumulant

Since $F'=n>0$, the cumulant is strictly increasing. With $F(a)=0$, $F(b)=N$ and the intermediate value theorem, it is a bijection from $[a,b)$ onto $[0,N)$. That interval is nonempty, so $N\ge1$.

Points are determined by their cumulant modulo $N$. If $x,y\in[a,b)$ and $F(x)=F(y)+mN$, both values lie in $[0,N)$, so $-N<mN<N$, hence $m=0$ and $x=y$.

Define the wrapped shift $S(u)=u+1$ if $u+1<N$ and $S(u)=u+1-N$ otherwise. Because $N\ge 1$, it maps $[0,N)$ into itself. The function $F^{-1}\circ S\circ F$ satisfies the co-motion condition with $m=0$ or $m=-1$. Two co-motion maps with integers $m$ and $m'$ at $x$ have images whose cumulants differ by $(m-m')N$, so the images coincide.

For invariance, let $f\ge0$ be measurable. The substitution $u=F(x)$, $du=n\,dx$ gives
$$\int_a^b f(F(x))\,n(x)\,dx=\int_0^N f(u)\,du .$$
The shift translates $[0,N-1)$ onto $[1,N)$ and $[N-1,N)$ onto $[0,1)$, so $\int_0^N f(S(u))\,du=\int_0^N f(u)\,du$. For measurable $g\ge0$, therefore,
$$\int_a^b g(T(x))\,n\,dx=\int_0^N g(F^{-1}(S(u)))\,du=\int_0^N g(F^{-1}(u))\,du=\int_a^b g(x)\,n\,dx ,$$
which says that $T$ carries $\mu$ to $\mu$.

Finally, induction on $j$ gives $T^j(x)\in[a,b)$ and $F(T^j(x))=F(x)+j+mN$ for some integer $m$. If $T^k(x)=x$, then $k=N(-m)$, so $N\mid k$. If $k=Nc$ with $c$ a natural number, then $F(T^k(x))=F(x)+(c+m)N$ and the two points coincide. For $N=1$ the first subinterval $[0,N-1)$ is empty, $T$ is the identity on $[a,b)$, and every $k$ qualifies.

For a one-dimensional density of this kind on a bounded interval, these properties imply that the $N$ positions $x,T(x),\dots,T^{N-1}(x)$ are distinct and that, when $x$ is distributed as $\mu/N$, so is each of them. The configurations thus form a strictly correlated distribution of positions with total density $n$; it is a probability distribution on configurations, not a wave function. No interaction potential enters, so nothing is said about whether this state minimises the repulsion energy.

## Density, cumulant and co-motion map in Lean

```lean
import Mathlib

open MeasureTheory Set

namespace StrictlyCorrelatedComotion

noncomputable section

/-- A continuous, positive one-dimensional density on `[a,b]` that integrates to the
particle number `N`. -/
structure IsDensity (n : ℝ → ℝ) (a b : ℝ) (N : ℕ) : Prop where
  lt : a < b
  cont : ContinuousOn n (Icc a b)
  pos : ∀ x ∈ Icc a b, 0 < n x
  norm : ∫ x in a..b, n x = N
```

The four fields of `IsDensity` are the hypotheses of the claim. Strict positivity up to the endpoints excludes densities with nodes or vacuum regions, and the bounded interval excludes densities that decay on the whole line. A density that is positive at an endpoint and continued by zero outside $[a,b]$ jumps there, so it is not the density of a wave function of finite kinetic energy on the whole line, nor in a box with hard walls, where the density vanishes at the walls; the hypotheses describe a model class of densities. Space is one-dimensional and spin does not appear.

```lean
/-- The cumulant `F(x)`: the integral of the density from `a` to `x`. -/
def cumulant (n : ℝ → ℝ) (a x : ℝ) : ℝ := ∫ t in a..x, n t

/-- The measure `n(x) dx` on `[a,b)`. -/
def densityMeasure (n : ℝ → ℝ) (a b : ℝ) : Measure ℝ :=
  (volume.restrict (Ico a b)).withDensity fun x => ENNReal.ofReal (n x)
```

`cumulant n a` is $F$. `densityMeasure n a b` is $\mu$: Lebesgue measure restricted to the half-open interval `Ico a b`, weighted by $n$. Leaving out $b$ is the convention that makes the wrap unambiguous, since $F(b)=N$ and $F(a)=0$ agree modulo $N$.

```lean
/-- The inverse of the cumulant, taking values in `[a,b)` on the image of `[a,b)`. -/
def quantile (n : ℝ → ℝ) (a b : ℝ) : ℝ → ℝ := Function.invFunOn (cumulant n a) (Ico a b)

/-- The shift by one unit, wrapped back by `L` when it reaches `L`. -/
def shift (L y : ℝ) : ℝ := if y + 1 < L then y + 1 else y + 1 - L

/-- The explicit co-motion function: cumulant, unit shift modulo `N`, inverse cumulant. -/
def comotion (n : ℝ → ℝ) (a b : ℝ) (N : ℕ) (x : ℝ) : ℝ :=
  quantile n a b (shift N (cumulant n a x))
```

`quantile` is $F^{-1}$; for arguments outside $[0,N)$ its value carries no meaning, and the statements never depend on it. `shift L` is $S$ for a real length $L$, used with $L=N$, and `comotion` is $F^{-1}\circ S\circ F$.

```lean
/-- `T` maps `[a,b)` into itself and `F(T x) = F(x) + 1` modulo `N`. -/
def IsComotion (n : ℝ → ℝ) (a b : ℝ) (N : ℕ) (T : ℝ → ℝ) : Prop :=
  ∀ x ∈ Ico a b, T x ∈ Ico a b ∧ ∃ m : ℤ, cumulant n a (T x) = cumulant n a x + 1 + m * N
```

`IsComotion` is the postulated condition. The integer `m` may depend on $x$. No continuity or measurability of `T` is assumed, and `T` is unconstrained outside $[a,b)$.

## The cumulant as a bijection onto $[0,N)$

```lean
variable {n : ℝ → ℝ} {a b : ℝ} {N : ℕ} {T : ℝ → ℝ}

/-- The derivative of the cumulant on `[a,b]` is the density. -/
theorem cumulant_hasDeriv (h : IsDensity n a b N) {x : ℝ} (hx : x ∈ Icc a b) :
    HasDerivWithinAt (cumulant n a) (n x) (Icc a b) x := by
  have : Fact (x ∈ Icc a b) := ⟨hx⟩
  exact intervalIntegral.integral_hasDerivWithinAt_right
    ((h.cont.mono (Icc_subset_Icc_right hx.2)).intervalIntegrable_of_Icc hx.1)
    (h.cont.stronglyMeasurableAtFilter_nhdsWithin measurableSet_Icc x) (h.cont x hx)
```

This is the fundamental theorem of calculus, with the derivative taken within $[a,b]$ so that it is one-sided at the endpoints.

```lean
/-- The cumulant is strictly increasing on `[a,b]`. -/
theorem cumulant_strictMonoOn (h : IsDensity n a b N) :
    StrictMonoOn (cumulant n a) (Icc a b) := by
  refine strictMonoOn_of_deriv_pos (convex_Icc a b)
    (fun x hx => (cumulant_hasDeriv h hx).continuousWithinAt) fun x hx => ?_
  rw [((cumulant_hasDeriv h (interior_subset hx)).hasDerivAt
    (mem_interior_iff_mem_nhds.1 hx)).deriv]
  exact h.pos x (interior_subset hx)

/-- The cumulant maps `[a,b)` onto `[0,N)`. -/
theorem cumulant_image (h : IsDensity n a b N) :
    cumulant n a '' Ico a b = Ico 0 (N : ℝ) := by
  have ha : cumulant n a a = 0 := intervalIntegral.integral_same
  have hb : cumulant n a b = N := h.norm
  have hm := cumulant_strictMonoOn h
  rw [← ha, ← hb]
  apply Subset.antisymm
  · rintro _ ⟨x, hx, rfl⟩
    exact ⟨hm.monotoneOn (left_mem_Icc.2 h.lt.le) (Ico_subset_Icc_self hx) hx.1,
      hm (Ico_subset_Icc_self hx) (right_mem_Icc.2 h.lt.le) hx.2⟩
  · exact intermediate_value_Ico h.lt.le
      fun x hx => (cumulant_hasDeriv h hx).continuousWithinAt
```

`strictMonoOn_of_deriv_pos` turns $F'=n>0$ in the interior into strict monotonicity. In `cumulant_image`, monotonicity gives $F([a,b))\subseteq[0,N)$ and `intermediate_value_Ico` gives the reverse inclusion.

```lean
/-- Two points of `[a,b)` whose cumulants agree modulo `N` coincide. -/
theorem eq_of_cumulant_mod (h : IsDensity n a b N) {x y : ℝ} (hx : x ∈ Ico a b)
    (hy : y ∈ Ico a b) (m : ℤ) (e : cumulant n a x = cumulant n a y + m * N) : x = y := by
  have hx' : cumulant n a x ∈ Ico 0 (N : ℝ) := by
    rw [← cumulant_image h]; exact mem_image_of_mem _ hx
  have hy' : cumulant n a y ∈ Ico 0 (N : ℝ) := by
    rw [← cumulant_image h]; exact mem_image_of_mem _ hy
  have h1 : (m : ℝ) < 1 := lt_of_mul_lt_mul_right
    (by linarith [hx'.2, hy'.1] : (m : ℝ) * N < 1 * N) (Nat.cast_nonneg N)
  have h2 : (-1 : ℝ) < m := lt_of_mul_lt_mul_right
    (by linarith [hx'.1, hy'.2] : (-1 : ℝ) * N < m * N) (Nat.cast_nonneg N)
  have h1' : m < 1 := by exact_mod_cast h1
  have h2' : -1 < m := by exact_mod_cast h2
  have h0 : m = 0 := by omega
  refine (cumulant_strictMonoOn h).injOn (Ico_subset_Icc_self hx) (Ico_subset_Icc_self hy) ?_
  simpa [h0] using e
```

The bounds `h1` and `h2` are $m<1$ and $-1<m$, obtained by cancelling $N$; `omega` concludes $m=0$ for an integer, and injectivity of $F$ finishes.

## Existence and uniqueness of the map

```lean
/-- Existence and uniqueness: `T` satisfies the co-motion condition exactly when it agrees
on `[a,b)` with the explicit co-motion function. -/
theorem isComotion_iff (h : IsDensity n a b N) :
    IsComotion n a b N T ↔ EqOn T (comotion n a b N) (Ico a b) := by
  have key : IsComotion n a b N (comotion n a b N) := by
    intro x hx
    have hx' : cumulant n a x ∈ Ico 0 (N : ℝ) := by
      rw [← cumulant_image h]; exact mem_image_of_mem _ hx
    have hN : 0 < N := by exact_mod_cast hx'.1.trans_lt hx'.2
    have hL : (1 : ℝ) ≤ N := Nat.one_le_cast.2 hN
    have hs : shift N (cumulant n a x) ∈ Ico 0 (N : ℝ) := by
      unfold shift
      split_ifs with c <;> constructor <;> linarith [hx'.1, hx'.2]
    rw [← cumulant_image h] at hs
    have e : cumulant n a (comotion n a b N x) = shift N (cumulant n a x) :=
      Function.invFunOn_eq hs
    refine ⟨Function.invFunOn_mem hs, ?_⟩
    rw [e, shift]
    split_ifs
    · exact ⟨0, by simp⟩
    · exact ⟨-1, by push_cast; ring⟩
  constructor
  · intro hT x hx
    obtain ⟨h1, m, hm⟩ := hT x hx
    obtain ⟨h2, m', hm'⟩ := key x hx
    exact eq_of_cumulant_mod h h1 h2 (m - m') (by push_cast; linear_combination hm - hm')
  · intro hT x hx
    rw [hT hx]
    exact key x hx
```

`EqOn T (comotion n a b N) (Ico a b)` means agreement on $[a,b)$. The step `key` shows that the explicit function is a co-motion map: `hs` places $S(F(x))$ in $[0,N)$, `e` is $F(F^{-1}(S(F(x))))=S(F(x))$, and the two branches of the shift supply $m=0$ and $m=-1$. The forward direction is the uniqueness argument with `m - m'`, and the backward direction gives existence.

## Invariance of $n\,dx$

```lean
/-- The cumulant is measurable almost everywhere and carries `n dx` on `[a,b)` to the
uniform measure on `[0,N)`. -/
theorem map_cumulant (h : IsDensity n a b N) :
    AEMeasurable (cumulant n a) (densityMeasure n a b) ∧
      (densityMeasure n a b).map (cumulant n a) = volume.restrict (Ico 0 (N : ℝ)) := by
  have hd : ∀ x ∈ Ico a b, HasDerivWithinAt (cumulant n a) (n x) (Ico a b) x :=
    fun x hx => (cumulant_hasDeriv h (Ico_subset_Icc_self hx)).mono Ico_subset_Icc_self
  have hF : AEMeasurable (cumulant n a) (volume.restrict (Ico a b)) :=
    ContinuousOn.aemeasurable (fun x hx => (hd x hx).continuousWithinAt) measurableSet_Ico
  have hF' : AEMeasurable (cumulant n a) (densityMeasure n a b) :=
    hF.mono_ac (withDensity_absolutelyContinuous _ _)
  have hn : AEMeasurable (fun x => ENNReal.ofReal (n x)) (volume.restrict (Ico a b)) :=
    ((h.cont.mono Ico_subset_Icc_self).aemeasurable measurableSet_Ico).ennreal_ofReal
  refine ⟨hF', Measure.ext_of_lintegral _ fun f hf => ?_⟩
  have hg : AEMeasurable (fun x => f (cumulant n a x)) (volume.restrict (Ico a b)) :=
    hf.comp_aemeasurable hF
  -- change of variables u = F(x), du = n(x) dx
  rw [lintegral_map' hf.aemeasurable hF', densityMeasure,
    lintegral_withDensity_eq_lintegral_mul₀ hn hg, ← cumulant_image h,
    lintegral_image_eq_lintegral_abs_deriv_mul measurableSet_Ico hd
      ((cumulant_strictMonoOn h).injOn.mono Ico_subset_Icc_self)]
  refine lintegral_congr_ae ?_
  filter_upwards [ae_restrict_mem measurableSet_Ico] with x hx
  simp [abs_of_pos (h.pos x (Ico_subset_Icc_self hx))]
```

The pushforward `map` of a measure along a function assigns to a set the measure of its preimage. Two measures are equal if they integrate every measurable $f\ge0$ alike, and the long rewrite is the substitution $u=F(x)$. The change-of-variables lemma produces the Jacobian $|n(x)|$, and positivity removes the absolute value.

```lean
/-- For `L ≥ 1` the wrapped unit shift preserves the uniform measure on `[0,L)`. -/
theorem shift_measurePreserving {L : ℝ} (hL : 1 ≤ L) :
    MeasurePreserving (shift L) (volume.restrict (Ico 0 L)) (volume.restrict (Ico 0 L)) := by
  have hc : MeasurableSet {y : ℝ | y + 1 < L} := measurableSet_lt (by fun_prop) (by fun_prop)
  have hm : Measurable (shift L) := by
    show Measurable fun y => if y + 1 < L then y + 1 else y + 1 - L
    exact Measurable.ite hc (by fun_prop) (by fun_prop)
  refine ⟨hm, ?_⟩
  ext s hs
  -- the shift is a translation on each of two pieces
  have hsplit : shift L ⁻¹' s ∩ Ico 0 L =
      (fun y => y + 1) ⁻¹' (s ∩ Ico 1 L) ∪ (fun y => y + (1 - L)) ⁻¹' (s ∩ Ico 0 1) := by
    ext y
    have e : y + 1 - L = y + (1 - L) := by ring
    simp only [shift, mem_inter_iff, mem_preimage, mem_Ico, mem_union]
    rw [e]
    split_ifs with c
    · constructor
      · rintro ⟨h1, h2, h3⟩
        exact Or.inl ⟨h1, by linarith, by linarith⟩
      · rintro (⟨h1, h2, h3⟩ | ⟨h1, h2, h3⟩)
        · exact ⟨h1, by linarith, by linarith⟩
        · exfalso; linarith
    · constructor
      · rintro ⟨h1, h2, h3⟩
        exact Or.inr ⟨h1, by linarith, by linarith⟩
      · rintro (⟨h1, h2, h3⟩ | ⟨h1, h2, h3⟩)
        · exfalso; linarith
        · exact ⟨h1, by linarith, by linarith⟩
  have d1 : Disjoint ((fun y => y + 1) ⁻¹' (s ∩ Ico 1 L))
      ((fun y => y + (1 - L)) ⁻¹' (s ∩ Ico 0 1)) := by
    refine Set.disjoint_left.2 fun y h1 h2 => ?_
    have p : y + 1 < L := h1.2.2
    have q : 0 ≤ y + (1 - L) := h2.2.1
    linarith
  have d2 : Disjoint (s ∩ Ico 1 L) (s ∩ Ico 0 1) :=
    Set.disjoint_left.2 fun y h1 h2 => by linarith [h1.2.1, h2.2.2]
  rw [Measure.map_apply hm hs, Measure.restrict_apply (hm hs), Measure.restrict_apply hs, hsplit,
    measure_union d1 (measurable_add_const _ (hs.inter measurableSet_Ico)),
    measure_preimage_add_right, measure_preimage_add_right,
    ← measure_union d2 (hs.inter measurableSet_Ico), ← inter_union_distrib_left, union_comm,
    Ico_union_Ico_eq_Ico zero_le_one hL]
```

`hsplit` writes the part of $S^{-1}(s)$ in $[0,L)$, for a measurable set $s$, as a disjoint union of translates of $s\cap[1,L)$ and $s\cap[0,1)$. Translation invariance, `measure_preimage_add_right`, removes the translations, and the two parts reassemble to $s\cap[0,L)$.

```lean
/-- A co-motion map is measurable almost everywhere and preserves the measure `n dx`. -/
theorem comotion_preserves_density (h : IsDensity n a b N) (hT : IsComotion n a b N T) :
    AEMeasurable T (densityMeasure n a b) ∧
      (densityMeasure n a b).map T = densityMeasure n a b := by
  obtain ⟨hFm, hF⟩ := map_cumulant h
  have hm := cumulant_strictMonoOn h
  have ha : cumulant n a a ∈ Ico 0 (N : ℝ) := by
    rw [← cumulant_image h]; exact mem_image_of_mem _ (left_mem_Ico.2 h.lt)
  have hN : 0 < N := by exact_mod_cast ha.1.trans_lt ha.2
  have hS := shift_measurePreserving (L := N) (Nat.one_le_cast.2 hN)
  have hae : ∀ᵐ x ∂densityMeasure n a b, x ∈ Ico a b :=
    (withDensity_absolutelyContinuous _ _).ae_le (ae_restrict_mem measurableSet_Ico)
  have hleft : LeftInvOn (quantile n a b) (cumulant n a) (Ico a b) :=
    (hm.injOn.mono Ico_subset_Icc_self).leftInvOn_invFunOn
  have hG : AEMeasurable (quantile n a b) (volume.restrict (Ico 0 (N : ℝ))) := by
    refine aemeasurable_restrict_of_monotoneOn measurableSet_Ico ?_
    rw [← cumulant_image h]
    rintro _ ⟨x, hx, rfl⟩ _ ⟨y, hy, rfl⟩ hxy
    rw [hleft hx, hleft hy]
    exact (hm.le_iff_le (Ico_subset_Icc_self hx) (Ico_subset_Icc_self hy)).1 hxy
  -- the inverse cumulant carries the uniform measure back to n dx
  have hback : (volume.restrict (Ico 0 (N : ℝ))).map (quantile n a b) = densityMeasure n a b :=
    calc _ = ((densityMeasure n a b).map (cumulant n a)).map (quantile n a b) := by rw [hF]
      _ = (densityMeasure n a b).map (quantile n a b ∘ cumulant n a) :=
        AEMeasurable.map_map_of_aemeasurable (by rw [hF]; exact hG) hFm
      _ = (densityMeasure n a b).map id :=
        Measure.map_congr (hae.mono fun x hx => hleft hx)
      _ = _ := Measure.map_id
  have hSFm := hS.measurable.comp_aemeasurable hFm
  have hSF : (densityMeasure n a b).map (shift N ∘ cumulant n a) =
      volume.restrict (Ico 0 (N : ℝ)) := by
    rw [← AEMeasurable.map_map_of_aemeasurable hS.measurable.aemeasurable hFm, hF, hS.map_eq]
  have hG' : AEMeasurable (quantile n a b)
      ((densityMeasure n a b).map (shift N ∘ cumulant n a)) := by rw [hSF]; exact hG
  have hTe : quantile n a b ∘ (shift N ∘ cumulant n a) =ᵐ[densityMeasure n a b] T :=
    hae.mono fun x hx => ((isComotion_iff h).1 hT hx).symm
  refine ⟨(hG'.comp_aemeasurable hSFm).congr hTe, ?_⟩
  rw [← Measure.map_congr hTe, ← AEMeasurable.map_map_of_aemeasurable hG' hSFm, hSF, hback]
```

The theorem states that `T` is measurable up to a $\mu$-null set and that its pushforward of $\mu$ is $\mu$. Measurability is claimed only almost everywhere because `T` is free outside $[a,b)$, where $\mu$ vanishes. In the proof, `hG` obtains measurability of $F^{-1}$ on $[0,N)$ from its monotonicity, `hback` shows that $F^{-1}$ carries the uniform measure back to $\mu$, and `hSF` shows that $S\circ F$ carries $\mu$ to the uniform measure. `hTe` identifies `T` with the composite almost everywhere, and the last line is the chain of three equalities for $g$ above.

## Orbits of length $N$

```lean
/-- The `k`-th iterate of a co-motion map fixes a point of `[a,b)` exactly when `N`
divides `k`. -/
theorem iterate_fixed_iff (h : IsDensity n a b N) (hT : IsComotion n a b N T) {x : ℝ}
    (hx : x ∈ Ico a b) (k : ℕ) : T^[k] x = x ↔ N ∣ k := by
  -- after j steps the cumulant has advanced by j modulo N
  have it : ∀ j : ℕ, T^[j] x ∈ Ico a b ∧
      ∃ m : ℤ, cumulant n a (T^[j] x) = cumulant n a x + j + m * N := by
    intro j
    induction j with
    | zero => exact ⟨hx, 0, by simp⟩
    | succ j ih =>
      obtain ⟨h1, m, hm⟩ := ih
      obtain ⟨h2, m', hm'⟩ := hT _ h1
      rw [Function.iterate_succ_apply']
      exact ⟨h2, m + m', by push_cast; linear_combination hm + hm'⟩
  obtain ⟨h1, m, hm⟩ := it k
  constructor
  · intro e
    rw [e] at hm
    have e1 : (k : ℝ) = N * (-m) := by linear_combination -hm
    have e2 : (k : ℤ) = N * (-m) := by exact_mod_cast e1
    exact Int.natCast_dvd_natCast.1 ⟨-m, e2⟩
  · rintro ⟨c, rfl⟩
    exact eq_of_cumulant_mod h h1 hx (c + m) (by push_cast at hm ⊢; linear_combination hm)
```

`T^[k]` is the $k$-fold composite, with $k=0$ included. The statement holds at every point of $[a,b)$, without a null set of exceptions. The induction `it` adds the integers `m + m'` at each step. The forward direction reads off $k=N(-m)$, and the backward direction applies `eq_of_cumulant_mod` with `c + m`.

## A three-electron example

```lean
/-- The density `n(x) = 2x` on `[1,2]` is a three-particle density. -/
theorem density_witness : IsDensity (fun x => 2 * x) 1 2 3 := by
  refine ⟨by norm_num, by fun_prop, fun x hx => by linarith [hx.1], ?_⟩
  show ∫ x in (1 : ℝ)..2, 2 * x = ((3 : ℕ) : ℝ)
  rw [intervalIntegral.integral_const_mul, integral_id]
  norm_num

end

end StrictlyCorrelatedComotion
```

The density $n(x)=2x$ on $[1,2]$ integrates to $4-1=3$, so all the theorems apply to it with $N=3$. It is a model density that shows the hypotheses can be met; it does not vanish at the endpoints and is not meant as the density of a physical wave function. As an illustration that goes beyond what `density_witness` states, $F(x)=x^2-1$, the map is $T(x)=\sqrt{x^2+1}$ for $x<\sqrt3$ and $\sqrt{x^2-2}$ for $x\ge\sqrt3$, and the orbit of $1$ runs through $\sqrt2$ and $\sqrt3$ back to $1$.

```lean
#print axioms StrictlyCorrelatedComotion.comotion_preserves_density
#print axioms StrictlyCorrelatedComotion.iterate_fixed_iff
```

```
'StrictlyCorrelatedComotion.comotion_preserves_density' depends on axioms: [propext, Classical.choice, Quot.sound]
'StrictlyCorrelatedComotion.iterate_fixed_iff' depends on axioms: [propext, Classical.choice, Quot.sound]
```
